# The Dyson equation for the screened response of a finite positive semidefinite matrix

Let `M` be a finite, real, positive semidefinite matrix and `t ≥ 0` a coupling. The screened response `R` keeps the eigenvectors of `M` and replaces each eigenvalue x by x / (1 + t x), so that R = M(1 + tM)⁻¹. The theorem `response_dyson` states the Dyson equation R u + t M R u = M u for every real vector `u`, which need not be normalised. The attempt proves the equation first for each eigenvalue, as the scalar identity `key`, then carries it over to the matrices and applies both sides to `u`.

This version doesn't compile in Lean 4 with Mathlib:

```lean
import Mathlib

open Matrix

namespace ResponseDyson

noncomputable section

variable {n k : Type*} [Fintype n] [DecidableEq n] [Fintype k] [DecidableEq k]

/-- The function `f` of a real symmetric matrix: `f` acts on the eigenvalues, the
eigenvectors are kept. -/
def spectralFun {M : Matrix n n ℝ} (hM : M.IsHermitian) (f : ℝ → ℝ) : Matrix n n ℝ :=
  (hM.eigenvectorUnitary : Matrix n n ℝ) * diagonal (fun i => f (hM.eigenvalues i)) *
    (hM.eigenvectorUnitary : Matrix n n ℝ)ᴴ

/-- The screened response `M (1 + tM)⁻¹` of a positive semidefinite `M` at coupling `t ≥ 0`. -/
def response {M : Matrix n n ℝ} (hM : M.PosSemidef) (t : ℝ) : Matrix n n ℝ :=
  spectralFun hM.isHermitian (fun x => x / (1 + t * x))

/-- The identity function of a real symmetric matrix is the matrix itself. -/
theorem spectralFun_id {M : Matrix n n ℝ} (hM : M.IsHermitian) :
    spectralFun hM (fun x => x) = M := by
  have hMU : M * (hM.eigenvectorUnitary : Matrix n n ℝ) =
      (hM.eigenvectorUnitary : Matrix n n ℝ) * diagonal (fun i => hM.eigenvalues i) := by
    ext i j
    rw [mul_diagonal, mul_apply]
    simpa [mulVec, dotProduct, IsHermitian.eigenvectorUnitary_apply, mul_comm] using
      congrFun (hM.mulVec_eigenvectorBasis j) i
  have hU : (hM.eigenvectorUnitary : Matrix n n ℝ) *
      (hM.eigenvectorUnitary : Matrix n n ℝ)ᴴ = 1 :=
    mem_unitaryGroup_iff.mp hM.eigenvectorUnitary.2
  rw [spectralFun, ← hMU, Matrix.mul_assoc, hU, Matrix.mul_one]

/-- Functions of one symmetric matrix multiply and combine linearly like the functions
themselves. -/
theorem spectralFun_calculus {M : Matrix n n ℝ} (hM : M.IsHermitian) (f g : ℝ → ℝ) (t : ℝ) :
    spectralFun hM f * spectralFun hM g = spectralFun hM (fun x => f x * g x) ∧
    spectralFun hM f + t • spectralFun hM g = spectralFun hM (fun x => f x + t * g x) := by
  have hU : (hM.eigenvectorUnitary : Matrix n n ℝ)ᴴ *
      (hM.eigenvectorUnitary : Matrix n n ℝ) = 1 :=
    mem_unitaryGroup_iff'.mp hM.eigenvectorUnitary.2
  constructor
  · simp only [spectralFun, ← diagonal_mul_diagonal, Matrix.mul_assoc]
    rw [← Matrix.mul_assoc _ᴴ, hU, Matrix.one_mul]
  · have hd : diagonal (fun i => f (hM.eigenvalues i) + t * g (hM.eigenvalues i)) =
        diagonal (fun i => f (hM.eigenvalues i)) +
          t • diagonal (fun i => g (hM.eigenvalues i)) := by
      ext i j
      by_cases h : i = j <;> simp [h]
    simp only [spectralFun, hd, Matrix.mul_add, Matrix.add_mul, Matrix.mul_smul,
      Matrix.smul_mul]

/-- Dyson equation: for positive semidefinite `M` and `t ≥ 0`, the response `R` obeys
`R u + t M R u = M u`. -/
theorem response_dyson {M : Matrix n n ℝ} (hM : M.PosSemidef) {t : ℝ} (ht : 0 ≤ t)
    (u : n → ℝ) :
    response hM t *ᵥ u + t • (M *ᵥ (response hM t *ᵥ u)) = M *ᵥ u := by
  have key : ∀ i, hM.isHermitian.eigenvalues i / (1 + t * hM.isHermitian.eigenvalues i) +
      t * (hM.isHermitian.eigenvalues i * (hM.isHermitian.eigenvalues i /
        (1 + t * hM.isHermitian.eigenvalues i))) = hM.isHermitian.eigenvalues i := by
    intro i
    have hp := mul_nonneg ht (hM.eigenvalues_nonneg i)
    have hne : 1 + t * hM.isHermitian.eigenvalues i ≠ 0 := by linarith
    field_simp
  have hR : response hM t + t • (M * response hM t) = M := by
    calc response hM t + t • (M * response hM t)
        = response hM t + t • (spectralFun hM.isHermitian (fun x => x) * response hM t) := by
          rw [spectralFun_id hM.isHermitian]
      _ = spectralFun hM.isHermitian (fun x => x) := by
          rw [response, (spectralFun_calculus hM.isHermitian _ _ t).1,
            (spectralFun_calculus hM.isHermitian _ _ t).2]
          simp only [spectralFun, key]
      _ = M := spectralFun_id hM.isHermitian
  have h := congrArg (fun B => B *ᵥ u) hR
  simpa only [add_mulVec, smul_mulVec, ← mulVec_mulVec] using h

end

end ResponseDyson
```

Messages:

```
Main.lean:61:83: error: unsolved goals
n : Type u_1
inst✝¹ : Fintype n
inst✝ : DecidableEq n
M : Matrix n n ℝ
hM : M.PosSemidef
t : ℝ
ht : 0 ≤ t
u : n → ℝ
i : n
hp : 0 ≤ t * ⋯.eigenvalues i
hne : 1 + t * ⋯.eigenvalues i ≠ 0
⊢ ⋯.eigenvalues i * (1 + ⋯.eigenvalues i * t) / (1 + ⋯.eigenvalues i * t) = ⋯.eigenvalues i
```

What went wrong. The error lies in the scalar identity `key`. After `field_simp` there remains a goal of the form x(1 + x t) / (1 + x t) = x, where x is an eigenvalue of `M`. Only the cancellation of the common factor is missing, and it requires that factor to be nonzero.

The hypothesis `hne` says just this, but in the form `1 + t * x ≠ 0`, whereas `field_simp` has reordered the product to `x * t`. The two are equal by commutativity but differ as written, and `field_simp` did not use `hne` to cancel the factor.

The repair hands `hne` directly to `mul_inv_cancel₀`, which gives (1 + t x)(1 + t x)⁻¹ = 1. Multiplied by x, this is the desired identity up to rearrangement. `linear_combination` checks that rearrangement with `ring1`, for which the order of the factors does not matter.

Fix (accepted with no message):

```diff
@@ -63,5 +63,5 @@
     have hp := mul_nonneg ht (hM.eigenvalues_nonneg i)
     have hne : 1 + t * hM.isHermitian.eigenvalues i ≠ 0 := by linarith
-    field_simp
+    linear_combination hM.isHermitian.eigenvalues i * mul_inv_cancel₀ hne
   have hR : response hM t + t • (M * response hM t) = M := by
     calc response hM t + t • (M * response hM t)
```
